# Self-consistency without vertex corrections turns the two lines of a level in a two-valued static potential into a band peaked between them

A level that sits at energy $s$ or $-s$, with $s>0$ and equal probability, has an averaged spectral density that vanishes at every real energy $w$ other than $\pm s$. The vertex-free self-consistent equation $G=1/(w-s^2G)$ has, for $|w|<2s$, exactly one root with negative imaginary part, and the density of that root, $\sqrt{4s^2-w^2}/(2\pi s^2)$, has its strict maximum at $w=0$, midway between the exact lines.

```lean
import Mathlib

open Complex Filter Topology

namespace SelfConsistentGWStaticDisorder

noncomputable section

/-- The Green function averaged over a level at `s` or `-s` with equal probability,
for energies `w` different from `s` and `-s`. -/
def exactGreen (s : ℝ) (w : ℂ) : ℂ := (1 / (w - s) + 1 / (w + s)) / 2

/-- Dyson's equation `G (w - sigma) = 1` for a level with bare energy zero
and self-energy `sigma`. -/
def SolvesDyson (w sigma G : ℂ) : Prop := G * (w - sigma) = 1

/-- The spectral density `-Im G / π` belonging to a value `G` of the Green function. -/
def spectralDensity (G : ℂ) : ℝ := -G.im / Real.pi

/-- The closed form `(w - i √(4s² - w²)) / (2s²)`, for `s ≠ 0` and `|w| ≤ 2s`. -/
def bandGreen (s w : ℝ) : ℂ :=
  ⟨w / (2 * s ^ 2), -√(4 * s ^ 2 - w ^ 2) / (2 * s ^ 2)⟩

/-- Away from `w = 0` and `w = ±s`, the exact averaged Green function solves Dyson's
equation with self-energy `s² / w`. -/
theorem exact_solvesDyson {s : ℝ} {w : ℂ} (h0 : w ≠ 0) (h1 : w ≠ s) (h2 : w ≠ -s) :
    SolvesDyson w ((s : ℂ) ^ 2 / w) (exactGreen s w) := by
  have a : w - s ≠ 0 := sub_ne_zero.2 h1
  have b : w + s ≠ 0 := fun h => h2 (eq_neg_of_add_eq_zero_left h)
  unfold SolvesDyson exactGreen
  field_simp
  ring

/-- At every real energy other than `s` and `-s`, the exact spectral density tends to zero
as the energy approaches the real axis from above. -/
theorem exact_density_vanishes {s w : ℝ} (h1 : w ≠ s) (h2 : w ≠ -s) :
    Tendsto (fun η : ℝ => spectralDensity (exactGreen s (w + η * I))) (𝓝[>] 0) (𝓝 0) := by
  have a : (w : ℂ) - s ≠ 0 := by
    exact_mod_cast sub_ne_zero.2 h1
  have b : (w : ℂ) + s ≠ 0 := by
    have : w + s ≠ 0 := fun h => h2 (eq_neg_of_add_eq_zero_left h)
    exact_mod_cast this
  -- both resolvents are continuous at the real energy
  have c1 : ContinuousAt (fun η : ℝ => 1 / ((w : ℂ) + η * I - s)) 0 :=
    ContinuousAt.div continuousAt_const (by fun_prop) (by simpa using a)
  have c2 : ContinuousAt (fun η : ℝ => 1 / ((w : ℂ) + η * I + s)) 0 :=
    ContinuousAt.div continuousAt_const (by fun_prop) (by simpa using b)
  have c : ContinuousAt (fun η : ℝ => spectralDensity (exactGreen s (w + η * I))) 0 :=
    ((Complex.continuous_im.continuousAt.comp ((c1.add c2).div_const 2)).neg).div_const Real.pi
  -- on the real axis the exact Green function is real
  have v : spectralDensity (exactGreen s (w + ((0 : ℝ) : ℂ) * I)) = 0 := by
    have e : exactGreen s (w + ((0 : ℝ) : ℂ) * I)
        = (((1 / (w - s) + 1 / (w + s)) / 2 : ℝ) : ℂ) := by
      unfold exactGreen
      push_cast
      rw [zero_mul, add_zero]
    rw [e, spectralDensity, Complex.ofReal_im, neg_zero, zero_div]
  have t := c.tendsto
  rw [v] at t
  exact t.mono_left nhdsWithin_le_nhds

/-- A self-consistent root with nonzero imaginary part, at real energy `w`, satisfies
`w = 2s² Re G` and `4s² - w² = (2s² Im G)²`. -/
theorem root_parts {s w : ℝ} {G : ℂ} (h : SolvesDyson w ((s : ℂ) ^ 2 * G) G)
    (hG : G.im ≠ 0) :
    w = 2 * s ^ 2 * G.re ∧ 4 * s ^ 2 - w ^ 2 = (2 * s ^ 2 * G.im) ^ 2 := by
  unfold SolvesDyson at h
  have hre := congrArg Complex.re h
  have him := congrArg Complex.im h
  simp only [pow_two, mul_re, mul_im, sub_re, sub_im, ofReal_re, ofReal_im,
    one_re, one_im] at hre him
  have hw : w = 2 * s ^ 2 * G.re := by
    apply mul_left_cancel₀ hG
    linear_combination him
  refine ⟨hw, ?_⟩
  rw [hw] at hre ⊢
  linear_combination (-4 * s ^ 2) * hre

/-- For `s > 0`, a self-consistent root with negative imaginary part, at real energy `w`,
has spectral density `√(4s² - w²) / (2π s²)`. -/
theorem density_eq {s w : ℝ} {G : ℂ} (hs : 0 < s)
    (h : SolvesDyson w ((s : ℂ) ^ 2 * G) G) (hG : G.im < 0) :
    spectralDensity G = √(4 * s ^ 2 - w ^ 2) / (2 * Real.pi * s ^ 2) := by
  have hn : s ^ 2 * G.im < 0 := mul_neg_of_pos_of_neg (pow_pos hs 2) hG
  -- the sign of the imaginary part selects the branch of the square root
  have hr : √(4 * s ^ 2 - w ^ 2) = -(2 * s ^ 2 * G.im) := by
    rw [(root_parts h hG.ne).2, ← neg_sq, Real.sqrt_sq (by linarith)]
  have hs0 := hs.ne'
  have hp := Real.pi_ne_zero
  rw [hr, spectralDensity]
  field_simp

/-- For `s > 0` and real `|w| < 2s`, the vertex-free self-consistent Dyson equation has exactly
one root with negative imaginary part, namely `(w - i √(4s² - w²)) / (2s²)`. -/
theorem selfConsistent_iff {s w : ℝ} (hs : 0 < s) (hw : |w| < 2 * s) (G : ℂ) :
    (SolvesDyson w ((s : ℂ) ^ 2 * G) G ∧ G.im < 0) ↔ G = bandGreen s w := by
  have hs0 := hs.ne'
  have hd : 0 < 2 * s ^ 2 := by positivity
  constructor
  · rintro ⟨h, hG⟩
    have hn : s ^ 2 * G.im < 0 := mul_neg_of_pos_of_neg (pow_pos hs 2) hG
    obtain ⟨p, q⟩ := root_parts h hG.ne
    have hr : √(4 * s ^ 2 - w ^ 2) = -(2 * s ^ 2 * G.im) := by
      rw [q, ← neg_sq, Real.sqrt_sq (by linarith)]
    apply Complex.ext
    · change G.re = w / (2 * s ^ 2)
      rw [eq_div_iff hd.ne']
      linarith
    · change G.im = -√(4 * s ^ 2 - w ^ 2) / (2 * s ^ 2)
      rw [eq_div_iff hd.ne', hr]
      ring
  · rintro rfl
    obtain ⟨l, u⟩ := abs_lt.1 hw
    have hpos : 0 < 4 * s ^ 2 - w ^ 2 := by
      nlinarith [mul_pos (sub_pos.2 u) (sub_pos.2 l)]
    have hr := Real.sq_sqrt hpos.le
    have hr0 := Real.sqrt_pos.2 hpos
    have e1 : 2 * s ^ 2 * (bandGreen s w).re = w := mul_div_cancel₀ w hd.ne'
    have e2 : 2 * s ^ 2 * (bandGreen s w).im = -√(4 * s ^ 2 - w ^ 2) :=
      mul_div_cancel₀ _ hd.ne'
    refine ⟨?_, div_neg_of_neg_of_pos (by linarith) hd⟩
    -- check the real and imaginary parts of Dyson's equation
    unfold SolvesDyson
    apply Complex.ext
    · simp only [pow_two, mul_re, mul_im, sub_re, sub_im, ofReal_re, ofReal_im, one_re]
      apply mul_left_cancel₀ (show 4 * s ^ 2 ≠ 0 by positivity)
      linear_combination (-(2 * s ^ 2 * (bandGreen s w).re - w)) * e1
        + (2 * s ^ 2 * (bandGreen s w).im - √(4 * s ^ 2 - w ^ 2)) * e2 + hr
    · simp only [pow_two, mul_re, mul_im, sub_re, sub_im, ofReal_re, ofReal_im, one_im]
      linear_combination (-(bandGreen s w).im) * e1

/-- For `s > 0` and real `w`, a self-consistent root with negative imaginary part exists
exactly when `|w| < 2s`. -/
theorem band_iff {s w : ℝ} (hs : 0 < s) :
    (∃ G : ℂ, SolvesDyson w ((s : ℂ) ^ 2 * G) G ∧ G.im < 0) ↔ |w| < 2 * s := by
  constructor
  · rintro ⟨G, h, hG⟩
    have q := (root_parts h hG.ne).2
    have hp : 0 < (2 * s ^ 2 * G.im) ^ 2 :=
      pow_pos_of_ne (mul_ne_zero (by positivity) hG.ne)
    exact abs_lt_of_sq_lt_sq (by nlinarith) (by positivity)
  · intro hw
    exact ⟨bandGreen s w, (selfConsistent_iff hs hw _).2 rfl⟩
where
  pow_pos_of_ne {x : ℝ} (hx : x ≠ 0) : 0 < x ^ 2 := by positivity

/-- For `s > 0`, the spectral density of a self-consistent root with negative imaginary part at
`w = 0`, midway between the exact levels `s` and `-s`, equals `1 / (π s)`. -/
theorem density_center {s : ℝ} {G : ℂ} (hs : 0 < s)
    (h : SolvesDyson 0 ((s : ℂ) ^ 2 * G) G) (hG : G.im < 0) :
    spectralDensity G = 1 / (Real.pi * s) := by
  have h' : SolvesDyson ((0 : ℝ) : ℂ) ((s : ℂ) ^ 2 * G) G := by
    rw [Complex.ofReal_zero]
    exact h
  have hs0 := hs.ne'
  have hp := Real.pi_ne_zero
  rw [density_eq hs h' hG, show 4 * s ^ 2 - (0 : ℝ) ^ 2 = (2 * s) ^ 2 by ring,
    Real.sqrt_sq (by positivity)]
  field_simp

/-- For `s > 0`, the spectral density of the self-consistent root with negative imaginary part
is strictly smaller at any real `w ≠ 0` in the band than at `w = 0`. -/
theorem density_peak {s w : ℝ} {G G₀ : ℂ} (hs : 0 < s) (hw : w ≠ 0)
    (h : SolvesDyson w ((s : ℂ) ^ 2 * G) G) (hG : G.im < 0)
    (h₀ : SolvesDyson 0 ((s : ℂ) ^ 2 * G₀) G₀) (hG₀ : G₀.im < 0) :
    spectralDensity G < spectralDensity G₀ := by
  have h' : SolvesDyson ((0 : ℝ) : ℂ) ((s : ℂ) ^ 2 * G₀) G₀ := by
    rw [Complex.ofReal_zero]
    exact h₀
  have hp := Real.pi_pos
  have hw2 : 0 < w ^ 2 := by positivity
  rw [density_eq hs h hG, density_eq hs h' hG₀]
  refine div_lt_div_of_pos_right (Real.sqrt_lt_sqrt ?_ (by linarith)) (by positivity)
  rw [(root_parts h hG.ne).2]
  positivity

end

end SelfConsistentGWStaticDisorder
```

```lean
#print axioms SelfConsistentGWStaticDisorder.selfConsistent_iff
#print axioms SelfConsistentGWStaticDisorder.band_iff
#print axioms SelfConsistentGWStaticDisorder.density_center
#print axioms SelfConsistentGWStaticDisorder.density_peak
```

```
'SelfConsistentGWStaticDisorder.selfConsistent_iff' depends on axioms: [propext, Classical.choice, Quot.sound]
'SelfConsistentGWStaticDisorder.band_iff' depends on axioms: [propext, Classical.choice, Quot.sound]
'SelfConsistentGWStaticDisorder.density_center' depends on axioms: [propext, Classical.choice, Quot.sound]
'SelfConsistentGWStaticDisorder.density_peak' depends on axioms: [propext, Classical.choice, Quot.sound]
```

## One Dyson equation with two self-energies

The exact function `exactGreen s w` is the average of the two resolvents,

$$G_{\rm ex}(w)=\frac12\left(\frac1{w-s}+\frac1{w+s}\right),$$

with real $s$ and complex $w$. The predicate `SolvesDyson w sigma G` says that $G(w-\Sigma)=1$, where $\Sigma$ is the self-energy and the bare level has energy zero. The equation is written as a product because Lean sets $1/0=0$, which would let $G=0$ pass as a solution of $G=1/(w-\Sigma)$ when $w=\Sigma$.

Both descriptions of the level use this one equation. In `exact_solvesDyson` the self-energy is $s^2/w$, and the theorem holds for every complex $w$ other than $0$ and $\pm s$. In the self-consistent theorems the self-energy is $s^2G$, with the same $G$ that solves the equation, and $w$ is real.

The spectral density is `spectralDensity G`, that is $-\operatorname{Im}G/\pi$. For the exact function, `exact_density_vanishes` takes its limit at $w+i\eta$ as $\eta$ tends to zero from above, and finds zero for every real $w\neq\pm s$. For the self-consistent function, the density is evaluated directly at a root $G$ at real energy.

The statements about that root are these:

- `selfConsistent_iff`: for $s>0$ and $|w|<2s$, a complex number $G$ solves the self-consistent equation with $\operatorname{Im}G<0$ if and only if it equals `bandGreen s w`, which is $(w-i\sqrt{4s^2-w^2})/(2s^2)$. This contains existence, uniqueness and the closed form.
- `band_iff`: for $s>0$, such a root exists exactly when $|w|<2s$.
- `density_eq`: its density is $\sqrt{4s^2-w^2}/(2\pi s^2)$.
- `density_center` and `density_peak`: the density at $w=0$ is $1/(\pi s)$, and at any other energy where such a root exists it is strictly smaller.

## A frozen field in place of the screened interaction

The parameter $s$ is the strength of the static potential. It is half the distance between the two possible levels and also the standard deviation of the potential, whose mean is zero. The potential is drawn once and stays fixed, so the electron exchanges no energy with it.

In the GW approximation the self-energy is a convolution in frequency of $G$ with the screened interaction $W$. If the correlation function of the static potential takes the place of $W$, only zero energy transfer contributes, and the convolution reduces to the product $s^2G(w)$. Self-consistency means that $G$ in this product is the full Green function. Vertex corrections, in which pair correlations of the frozen potential cross, are left out. So are the higher cumulants of the potential, which do not all vanish because it is two-valued and not Gaussian. Vertex corrections built from the pair correlation alone would give the average over a Gaussian potential, whose density is also largest at $w=0$; the two lines are recovered only when the higher cumulants are included as well.

The exact self-energy has a similar form. Since the bare Green function is $1/w$, it equals $s^2$ times the bare function. In this model, replacing the bare function by the full one is therefore the whole difference between the exact result and the vertex-free self-consistent one.

For self-consistent GW calculations, this single non-interacting level in a classical field, with a $W$ that is never recomputed from $G$, gives an example in which self-consistency in $G$ alone broadens sharp lines and puts the largest density where the exact density is zero.

Several ingredients are put in by definition. The average is written down as a formula and not derived from a probability measure, and the self-energy $s^2G$ is postulated and not obtained from many-body perturbation theory. The condition $\operatorname{Im}G<0$ selects a positive spectral density, as for a retarded Green function; it is imposed at real energy and not derived by continuation from the upper half plane. The theorems on the exact density concern energies away from $\pm s$ and do not compute the weights of the two lines.

## The exact function has no density between its lines

Adding the two fractions gives

$$G_{\rm ex}(w)=\frac12\cdot\frac{(w+s)+(w-s)}{(w-s)(w+s)}=\frac{w}{w^2-s^2}.$$

For $w\neq0$ we also have $w-s^2/w=(w^2-s^2)/w$. The product of the two expressions is $1$, which is Dyson's equation with $\Sigma=s^2/w$. In `exact_solvesDyson` the facts `a` and `b` record that the denominators $w-s$ and $w+s$ are nonzero, `field_simp` clears the fractions, and `ring` checks the polynomial identity that remains.

At $w=0$ the exact function is zero when $s>0$, and no finite self-energy can satisfy $0\cdot(0-\Sigma)=1$. This is why that energy is excluded from the Dyson statement, although it is allowed in the statement on the density.

Slightly above the real axis the density is

$$-\frac1\pi\operatorname{Im}G_{\rm ex}(w+i\eta)=\frac1{2\pi}\left(\frac{\eta}{(w-s)^2+\eta^2}+\frac{\eta}{(w+s)^2+\eta^2}\right).$$

If $w\neq\pm s$, both denominators stay away from zero as $\eta\to0$, so both terms vanish. The Lean proof reaches the same limit by continuity, without the explicit Lorentzians. The steps `c1` and `c2` show that each resolvent is continuous in $\eta$ at $\eta=0$, and `c` carries this over to the density. The step `v` shows that the density at $\eta=0$ is zero, because the Green function is real there. Restricting the limit to positive $\eta$ finishes the argument.

## Splitting the self-consistent equation into real and imaginary parts

Write $G=x+iy$ with real $x$ and $y$. The equation $G(w-s^2G)=1$ becomes

$$wx-s^2(x^2-y^2)=1,\qquad wy-2s^2xy=0.$$

If $y\neq0$, the second equation can be divided by $y$ and gives $w=2s^2x$. Inserting this into the first gives

$$2s^2x^2-s^2x^2+s^2y^2=s^2(x^2+y^2)=1.$$

Multiplying by $4s^2$ and using $2s^2x=w$ once more, we find

$$w^2+(2s^2y)^2=4s^2,\qquad\text{so}\qquad 4s^2-w^2=(2s^2y)^2.$$

These two relations are the conclusion of `root_parts`. Its hypotheses `hre` and `him` are the two component equations. The division by $y$ is `mul_left_cancel₀ hG`, and the final `linear_combination` multiplies the real part by $-4s^2$.

Now let $s>0$ and $y<0$. Then $2s^2y$ is negative, and the nonnegative square root is

$$\sqrt{4s^2-w^2}=-2s^2y.$$

The sign of the imaginary part has thus selected the branch. Solving for $x$ and $y$ gives

$$G=\frac{w-i\sqrt{4s^2-w^2}}{2s^2},\qquad -\frac{y}{\pi}=\frac{\sqrt{4s^2-w^2}}{2\pi s^2}.$$

The first formula is the uniqueness half of `selfConsistent_iff`, where `Complex.ext` compares real and imaginary parts separately. The second is `density_eq`. In both proofs `hr` is the square-root relation above, and `hn` supplies the sign that it needs.

For existence, let $|w|<2s$ and $R=\sqrt{4s^2-w^2}$, so that $R>0$, and take $G=(w-iR)/(2s^2)$. Then $w-s^2G=(w+iR)/2$, and

$$G(w-s^2G)=\frac{(w-iR)(w+iR)}{4s^2}=\frac{w^2+R^2}{4s^2}=1.$$

The imaginary part of $G$ is $-R/(2s^2)<0$. Lean checks this product by components. The relations `e1` and `e2` state that $2s^2\operatorname{Re}G=w$ and $2s^2\operatorname{Im}G=-R$, while `hr` now states that $R^2=4s^2-w^2$. The two closing `linear_combination` steps assemble the real and imaginary parts of Dyson's equation from them.

## Band edges and the maximum at zero energy

A root with $y<0$ makes $(2s^2y)^2$ strictly positive, so $4s^2-w^2>0$ and hence $|w|<2s$. This is the forward direction of `band_iff`; the converse takes the root already constructed in `selfConsistent_iff`. At the edges and beyond them, `root_parts` rules out any nonzero imaginary part, so every root there is real.

At $w=0$ the density is

$$\frac{\sqrt{4s^2}}{2\pi s^2}=\frac{2s}{2\pi s^2}=\frac1{\pi s}.$$

The proof of `density_center` is this substitution into `density_eq`, with $4s^2$ rewritten as $(2s)^2$.

For $w\neq0$ inside the band we have $0<4s^2-w^2<4s^2$. The square root is strictly increasing on nonnegative numbers, and the denominator $2\pi s^2$ is positive and the same at both energies, so the density at $w$ is strictly smaller than at zero. In `density_peak`, `G` is the root at $w$ and `G₀` the root at zero energy. The theorem needs no separate assumption $|w|<2s$, because the existence of `G` with negative imaginary part already implies it. `Real.sqrt_lt_sqrt` compares the square roots, and `div_lt_div_of_pos_right` divides by the common denominator.
